# For a symmetric negative definite real matrix H, the minimum of ⟨x,Hx⟩(2 − ⟨x,x⟩) is the lowest eigenvalue

An electron in a fixed potential, described in a finite real basis, has a ground state that minimises ⟨x,Hx⟩ over orbitals x of unit norm. A common way to minimise step by step is to restore the norm after each update of x, or to divide the energy by ⟨x,x⟩. With many orbitals the corresponding task is orthonormalisation, which can become a large part of the cost. Can the energy be changed so that a search over all x, with no constraint, still finds a normalised ground state?

Write q = ⟨x,Hx⟩ and s = ⟨x,x⟩. The Rayleigh quotient is q/s, and near s = 1 the factor 1/s is 2 − s to first order. Replacing it gives the functional

E(x) = ⟨x,Hx⟩ (2 − ⟨x,x⟩).

It is a polynomial in the components of x. The question is whether its stationary points and its minimum are the right ones away from s = 1 as well. If H is symmetric and negative definite, they are, except that x = 0 is an additional stationary point.

## The functional and its hypotheses

The orbitals are vectors in a real inner product space `V`, and H is a linear map from `V` to itself. Complex Hermitian operators are not covered.

In Lean 4 with Mathlib:

```lean
import Mathlib


open scoped InnerProductSpace

namespace UnconstrainedOrbitalMinimization

noncomputable section

variable {V : Type*} [NormedAddCommGroup V] [InnerProductSpace ℝ V]
```

The functional is defined for orbitals of any norm, zero included.

```lean
/-- The orbital energy functional `E(x) = ⟨x, Hx⟩ (2 - ⟨x, x⟩)`, defined for orbitals of any norm. -/
def energy (H : V →ₗ[ℝ] V) (x : V) : ℝ := ⟪x, H x⟫_ℝ * (2 - ⟪x, x⟫_ℝ)
```

The vector that will turn out to be its gradient is

g(x) = 2 [ (2 − s) Hx − q x ].

At this point it is only a definition; its link with the derivative is proved below.

```lean
/-- The vector `2 [(2 - ⟨x, x⟩) Hx - ⟨x, Hx⟩ x]`. -/
def energyGrad (H : V →ₗ[ℝ] V) (x : V) : V :=
  (2 : ℝ) • ((2 - ⟪x, x⟫_ℝ) • H x - ⟪x, H x⟫_ℝ • x)
```

Negative definiteness says that q < 0 for every x ≠ 0. Physically, it fixes the zero of energy above the whole spectrum of H in the chosen basis. A given Hamiltonian can be brought to this form by subtracting a constant larger than its highest eigenvalue, which leaves the eigenvectors as they were; the constant is added back to the energy at the end. Symmetry of H is a separate hypothesis, written `H.IsSymmetric` in the theorems.

```lean
/-- `H` is negative definite: every nonzero orbital has a negative expectation value. -/
def IsNegDef (H : V →ₗ[ℝ] V) : Prop := ∀ x, x ≠ 0 → ⟪x, H x⟫_ℝ < 0
```

The lowest eigenvalue E₀ is the least element of the set of real eigenvalues. `IsLeast` requires both that E₀ is an eigenvalue and that no eigenvalue lies below it.

```lean
/-- `E₀` is the lowest eigenvalue of `H`. -/
def IsLowest (H : V →ₗ[ℝ] V) (E₀ : ℝ) : Prop :=
  IsLeast {μ : ℝ | Module.End.HasEigenvalue H μ} E₀
```

On normalised eigenvectors the functional gives the right energy. If ‖x‖ = 1 and Hx = μx, then q = μ and s = 1, so

E(x) = μ (2 − 1) = μ.

```lean
/-- On a unit eigenvector the functional equals the eigenvalue. -/
theorem energy_eigenvector {H : V →ₗ[ℝ] V} {x : V} {μ : ℝ} (hx : ‖x‖ = 1)
    (hμ : H x = μ • x) : energy H x = μ := by
  rw [energy, hμ, real_inner_smul_right, real_inner_self_eq_norm_sq, hx]
  ring
```

## The gradient

From here on `V` has finite dimension. Change x to x + v and keep the terms linear in v. Since H is symmetric, ⟨x,Hv⟩ = ⟨Hx,v⟩, and therefore

δq = ⟨v,Hx⟩ + ⟨x,Hv⟩ = 2⟨Hx,v⟩,

δs = 2⟨x,v⟩.

The product rule gives

δE = (2 − s) δq − q δs = 2(2 − s)⟨Hx,v⟩ − 2q⟨x,v⟩ = ⟨g(x),v⟩.

In the theorem, `HasFDerivAt` says that the functional is differentiable at x with the stated linear map as its derivative, and `innerSL ℝ (energyGrad H x)` is the map v ↦ ⟨g(x),v⟩. The proof differentiates the two inner products, `h1` and `h2`, and combines them by the product rule in `h3`. The step `hs` is the use of symmetry.

```lean
variable [FiniteDimensional ℝ V]

/-- For symmetric `H`, the derivative of the functional at `x` is the inner product with
`energyGrad H x`. -/
theorem hasFDerivAt_energy {H : V →ₗ[ℝ] V} (hH : H.IsSymmetric) (x : V) :
    HasFDerivAt (energy H) (innerSL ℝ (energyGrad H x)) x := by
  have hL : HasFDerivAt (fun y => H y) (LinearMap.toContinuousLinearMap H) x :=
    (LinearMap.toContinuousLinearMap H).hasFDerivAt
  have h1 := (hasFDerivAt_id x).inner ℝ hL
  have h2 := (hasFDerivAt_id x).inner ℝ (hasFDerivAt_id x)
  have h3 : HasFDerivAt (energy H) _ x := h1.mul (h2.const_sub 2)
  refine h3.congr_fderiv ?_
  ext v
  -- symmetry moves `H` from the variation to the orbital
  have hs : ⟪x, H v⟫_ℝ = ⟪H x, v⟫_ℝ := (hH x v).symm
  have hf : ⟪v, H x⟫_ℝ = ⟪H x, v⟫_ℝ := real_inner_comm _ _
  have hc : ⟪v, x⟫_ℝ = ⟪x, v⟫_ℝ := real_inner_comm _ _
  simp [energyGrad, fderivInnerCLM_apply, hs, hf, hc]
  ring
```

## Stationarity fixes the norm

A critical point is a point where the derivative is the zero map, that is, where g(x) = 0:

(2 − s) Hx = q x.

Suppose x ≠ 0 and take the inner product with x:

(2 − s) q = q s, hence 2q(1 − s) = 0.

Negative definiteness gives q ≠ 0, so s = 1. The stationarity equation then becomes Hx = qx: x is a unit eigenvector with eigenvalue q. The normalisation has come out of the equation without being imposed.

Conversely, g(0) = 0. If x is a unit eigenvector with Hx = μx, then s = 1 and q = μ, and g(x) = 2(μx − μx) = 0.

In the forward direction, the proof applies the vanishing derivative to g(x) itself, which gives ⟨g(x),g(x)⟩ = 0 and so g(x) = 0. The line `h4` is the pairing with x, and `h5` cancels the nonzero factor q to obtain s = 1.

```lean
/-- For symmetric negative definite `H`, the critical points of the functional are exactly
`x = 0` and the unit eigenvectors of `H`. -/
theorem critical_iff {H : V →ₗ[ℝ] V} (hH : H.IsSymmetric) (hneg : IsNegDef H) (x : V) :
    HasFDerivAt (energy H) (0 : V →L[ℝ] ℝ) x ↔
      x = 0 ∨ (‖x‖ = 1 ∧ ∃ μ : ℝ, H x = μ • x) := by
  have hg := hasFDerivAt_energy hH x
  constructor
  · intro h
    have h0 := h.unique hg
    have h1 : ⟪energyGrad H x, energyGrad H x⟫_ℝ = 0 :=
      (DFunLike.congr_fun h0 (energyGrad H x)).symm
    have h2 : energyGrad H x = 0 := inner_self_eq_zero.1 h1
    have h3 : (2 - ⟪x, x⟫_ℝ) • H x = ⟪x, H x⟫_ℝ • x :=
      sub_eq_zero.1 ((smul_eq_zero.1 h2).resolve_left two_ne_zero)
    rcases eq_or_ne x 0 with hx | hx
    · exact Or.inl hx
    -- pairing the stationarity equation with `x` fixes the norm
    have h4 := congrArg (fun y => ⟪x, y⟫_ℝ) h3
    simp only [real_inner_smul_right] at h4
    have h5 : ⟪x, x⟫_ℝ = 1 := by
      apply mul_left_cancel₀ (hneg x hx).ne
      linarith
    refine Or.inr ⟨?_, ⟪x, H x⟫_ℝ, ?_⟩
    · rw [real_inner_self_eq_norm_sq] at h5
      nlinarith [norm_nonneg x]
    · rw [← h3, h5]
      norm_num
  · intro h
    have h0 : energyGrad H x = 0 := by
      rcases h with rfl | ⟨hx, μ, hμ⟩
      · simp [energyGrad]
      · have h5 : ⟪x, x⟫_ℝ = 1 := by rw [real_inner_self_eq_norm_sq, hx, one_pow]
        rw [energyGrad, hμ, real_inner_smul_right, h5]
        module
    rwa [h0, map_zero] at hg
```

## The Rayleigh bound from an eigenbasis

The global minimum needs a lower bound on q. Let bᵢ be an orthonormal basis of eigenvectors with eigenvalues λᵢ, and let cᵢ = ⟨bᵢ,x⟩. Then

⟨x,Hx⟩ = Σᵢ λᵢ cᵢ² ≥ E₀ Σᵢ cᵢ² = E₀ ⟨x,x⟩,

because every λᵢ is at least E₀.

The proof expands both inner products in this basis and compares them term by term. For each i, the last line uses (λᵢ − E₀) cᵢ² ≥ 0. This bound needs symmetry, but no sign condition on H.

```lean
/-- Rayleigh bound: for symmetric `H` with lowest eigenvalue `E₀`, `E₀ ⟨x, x⟩ ≤ ⟨x, Hx⟩`. -/
theorem rayleigh_bound {H : V →ₗ[ℝ] V} (hH : H.IsSymmetric) {E₀ : ℝ} (hE : IsLowest H E₀)
    (x : V) : E₀ * ⟪x, x⟫_ℝ ≤ ⟪x, H x⟫_ℝ := by
  let b := hH.eigenvectorBasis rfl
  rw [← b.sum_inner_mul_inner x x, ← b.sum_inner_mul_inner x (H x), Finset.mul_sum]
  refine Finset.sum_le_sum fun i _ => ?_
  have hb : H (b i) = hH.eigenvalues rfl i • b i := by
    exact hH.apply_eigenvectorBasis rfl i
  have hi : E₀ ≤ hH.eigenvalues rfl i := hE.2 (hH.hasEigenvalue_eigenvalues rfl i)
  rw [← hH (b i) x, hb, real_inner_smul_left, real_inner_comm (b i) x]
  nlinarith [mul_nonneg (sub_nonneg.2 hi) (mul_self_nonneg ⟪b i, x⟫_ℝ)]
```

To show that the bound is reached, take an eigenvector w for E₀ and divide it by its norm. The vector v = w/‖w‖ has unit norm and still satisfies Hv = E₀v.

```lean
omit [FiniteDimensional ℝ V] in
/-- The lowest eigenvalue has a unit eigenvector. -/
theorem exists_ground_state {H : V →ₗ[ℝ] V} {E₀ : ℝ} (hE : IsLowest H E₀) :
    ∃ v : V, ‖v‖ = 1 ∧ H v = E₀ • v := by
  obtain ⟨w, hw⟩ := Module.End.HasEigenvalue.exists_hasEigenvector hE.1
  refine ⟨‖w‖⁻¹ • w, ?_, ?_⟩
  · rw [norm_smul, norm_inv, norm_norm, inv_mul_cancel₀ (norm_ne_zero_iff.2 hw.2)]
  · rw [map_smul, hw.apply_eq_smul, smul_comm]
```

## The minimum over orbitals of every norm

The unit ground state v gives E(v) = E₀, so the value is attained. It also gives E₀ = ⟨v,Hv⟩ < 0. It remains to show that E(x) ≥ E₀ for every x, and there are two cases.

If s ≤ 2, the factor 2 − s is not negative, and the Rayleigh bound can be multiplied by it:

E(x) = q(2 − s) ≥ E₀ s(2 − s) = E₀ − E₀(s − 1)² ≥ E₀.

The last inequality holds because −E₀ > 0.

If s ≥ 2, both q and 2 − s are at most zero, so E(x) ≥ 0 > E₀.

The statement `IsLeast (Set.range (energy H)) E₀` contains both halves: E₀ is a value of the functional, and no value is smaller. Once the facts about x have been collected, `generalize` replaces the two inner products by real numbers q and s, and `nlinarith` finishes each case from the products of inequalities used above.

```lean
/-- For symmetric negative definite `H`, the global minimum of the functional over all orbitals
is attained and equals the lowest eigenvalue. -/
theorem isLeast_energy {H : V →ₗ[ℝ] V} (hH : H.IsSymmetric) (hneg : IsNegDef H) {E₀ : ℝ}
    (hE : IsLowest H E₀) : IsLeast (Set.range (energy H)) E₀ := by
  obtain ⟨v, hv, hHv⟩ := exists_ground_state hE
  refine ⟨⟨v, energy_eigenvector hv hHv⟩, ?_⟩
  rintro _ ⟨x, rfl⟩
  have h0 : E₀ < 0 := by
    have h := hneg v (norm_ne_zero_iff.1 (by rw [hv]; exact one_ne_zero))
    rw [hHv, real_inner_smul_right, real_inner_self_eq_norm_sq, hv] at h
    linarith
  have hq : ⟪x, H x⟫_ℝ ≤ 0 := by
    rcases eq_or_ne x 0 with rfl | hx
    · simp
    · exact (hneg x hx).le
  have hr := rayleigh_bound hH hE x
  unfold energy
  generalize ⟪x, H x⟫_ℝ = q at *
  generalize ⟪x, x⟫_ℝ = s at *
  rcases le_total s 2 with hs | hs
  · -- here `E ≥ E₀ s (2 - s) = E₀ - E₀ (s - 1)²`
    nlinarith [mul_nonneg (sub_nonneg.2 hr) (sub_nonneg.2 hs),
      mul_nonneg (neg_nonneg.2 h0.le) (sq_nonneg (s - 1))]
  · nlinarith [mul_nonneg (neg_nonneg.2 hq) (sub_nonneg.2 hs)]
```

The final theorem joins the two results and removes the assumption that a lowest eigenvalue is given. A symmetric map on a nonzero finite-dimensional space has at least one eigenvalue and only finitely many, so one of them is the least. `Nontrivial V` excludes the zero space, which has no eigenvalues.

```lean
/-- For symmetric negative definite `H` on a nonzero space: the critical points are exactly zero
and the unit eigenvectors, and the lowest eigenvalue exists and is the global minimum. -/
theorem orbital_minimization [Nontrivial V] {H : V →ₗ[ℝ] V} (hH : H.IsSymmetric)
    (hneg : IsNegDef H) :
    (∀ x, HasFDerivAt (energy H) (0 : V →L[ℝ] ℝ) x ↔
      x = 0 ∨ (‖x‖ = 1 ∧ ∃ μ : ℝ, H x = μ • x)) ∧
    ∃ E₀, IsLowest H E₀ ∧ IsLeast (Set.range (energy H)) E₀ := by
  refine ⟨critical_iff hH hneg, ?_⟩
  have hfin : Set.Finite {μ : ℝ | Module.End.HasEigenvalue H μ} :=
    Module.End.finite_hasEigenvalue H
  have hne : Set.Nonempty {μ : ℝ | Module.End.HasEigenvalue H μ} :=
    ⟨_, hH.hasEigenvalue_eigenvalues rfl ⟨0, Module.finrank_pos⟩⟩
  obtain ⟨E₀, h1, h2⟩ := Set.exists_min_image _ id hfin hne
  have hE : IsLowest H E₀ := ⟨h1, fun μ hμ => h2 μ hμ⟩
  exact ⟨E₀, hE, isLeast_energy hH hneg hE⟩


end

end UnconstrainedOrbitalMinimization
```

```lean
#print axioms UnconstrainedOrbitalMinimization.orbital_minimization
```

```
'UnconstrainedOrbitalMinimization.orbital_minimization' depends on axioms: [propext, Classical.choice, Quot.sound]
```

## A positive eigenvalue beside a negative one breaks both conclusions

Without negative definiteness, take H = diag(−1, 1) on ℝ², with x = (a, b):

E(a, b) = (b² − a²)(2 − a² − b²).

At x = (1, 1) we have q = 0 and s = 2, so both terms of g(x) vanish and the point is critical. Yet its norm is √2, and Hx = (−1, 1) is not a multiple of x. The minimum is lost as well: E(0, b) = b²(2 − b²) tends to −∞ as b grows, while the lowest eigenvalue is −1.

Subtracting 2 from H gives diag(−3, −1), which is negative definite. The functional built from the shifted matrix has minimum −3, and adding 2 back gives −1, as it should.

## Bearing on orbital minimisation

A global minimiser is a critical point, and it is not zero because E(0) = 0 > E₀. It is therefore a unit eigenvector, and its eigenvalue is E(x) = E₀. For a single orbital of a non-interacting Hamiltonian in a finite real basis, this justifies replacing the constrained ground-state problem by an unconstrained one, provided that the spectrum has been shifted below zero. Orbital minimisation methods in electronic structure apply the same idea to many orbitals, with an overlap matrix in the place of s. The theorems locate the stationary points and the global minimum, but leave open which stationary points are local minima and whether a given descent algorithm converges to the ground state.
